# The spring virial of a closed ring polymer is minus twice its spring energy about every reference point

The closure of the ring is built into the bead labels. Beads are indexed by `ZMod P`, the integers modulo \(P\), so the neighbours of bead \(j\) are always \(j+1\) and \(j-1\), and the spring from the last bead back to the first needs no separate term. For bead positions \(q_j\) with centroid \(c=\frac1P\sum_j q_j\), the identity is

\[
\sum_j \langle q_j-c,\;2q_j-q_{j+1}-q_{j-1}\rangle=\sum_j\|q_{j+1}-q_j\|^2 .
\]

The virial about a point \(a\) means \(\sum_j\langle q_j-a,F_j\rangle\) here, where \(F_j\) is the spring force on bead \(j\). For unit spring constant and \(a=c\), the left side of the identity is minus this virial. The right side is positive unless all beads coincide, so the springs do have a virial about the centroid. What vanishes is their mean force. In path-integral simulation this is the spring part of the algebra behind centroid virial estimators; the model here has only harmonic springs of zero rest length, with no external potential and no thermal average.

## Positions live in a real inner-product space

The space `E` may be the line, three-dimensional space, or the joint configuration space of several particles, in mass-weighted coordinates if their masses differ. Its dimension is unrestricted. The inner product pairs a force with a displacement to give work, and the derivation uses its bilinearity and symmetry whenever a product is split or a square expanded. In the proofs these steps are `inner_sub_left`, `inner_smul_right` and `norm_add_sq_real`. With a general norm there would be no such pairing, and squared lengths would not expand this way.

```lean
import Mathlib

open Finset

namespace RingPolymerCentroidVirial

noncomputable section

variable {P : ℕ} [NeZero P] {E : Type*} [NormedAddCommGroup E] [InnerProductSpace ℝ E]
```

## Every bond has the same spring constant

Write \(b_j=q_{j+1}-q_j\) for the bond vectors. The spring energy and the force on bead \(j\) are

\[
U(q)=\frac k2\sum_j\|b_j\|^2,\qquad F_j=k(q_{j+1}+q_{j-1}-2q_j)=k(b_j-b_{j-1}).
\]

For a particle of mass \(m\) at inverse temperature \(\beta\), sampled with Boltzmann factor \(e^{-\beta U/P}\), the physical value is \(k=mP^2/(\beta\hbar)^2\). The theorems take \(k\) as an arbitrary real number. A common \(k\) can be pulled out of every sum; with unequal springs \(k_j\), the force would be \(k_jb_j-k_{j-1}b_{j-1}\) and the constants would stay inside the sums.

```lean
/-- The harmonic spring energy of a closed ring of beads with spring constant `k`. -/
def springEnergy (k : ℝ) (q : ZMod P → E) : ℝ :=
  k / 2 * ∑ j, ‖q (j + 1) - q j‖ ^ 2

/-- The force on bead `j` from the springs to its two neighbours. -/
def springForce (k : ℝ) (q : ZMod P → E) (j : ZMod P) : E :=
  k • (q (j + 1) + q (j - 1) - (2 : ℝ) • q j)
```

## There is at least one bead

`NeZero P` says \(P\ge1\). It makes the ring finite and gives the centroid a nonzero divisor. Without it, `ZMod 0` is the set of all integers, which describes an infinite chain.

The smallest rings are included. For \(P=1\) the bead is its own neighbour and both sides of the identity are zero. For \(P=2\) the two beads are joined by two springs, and both springs enter the energy and the force.

```lean
/-- The centroid: the mean of a vector quantity over the beads. -/
def centroid (q : ZMod P → E) : E := (P : ℝ)⁻¹ • ∑ j, q j
```

## The ring is closed

Closure means that moving every label by one permutes the beads, so \(\sum_j f_{j+1}=\sum_j f_j\). `sum_shift` obtains this from the bijection \(j\mapsto j+1\).

```lean
/-- Moving every label one bead along the ring leaves a sum over beads unchanged. -/
theorem sum_shift {M : Type*} [AddCommMonoid M] (f : ZMod P → M) :
    ∑ j, f (j + 1) = ∑ j, f j :=
  Equiv.sum_comp (Equiv.addRight (1 : ZMod P)) f
```

For any displacement field \(u_j\), relabelling the second sum gives summation by parts:

\[
\begin{aligned}
\sum_j\langle u_j,F_j\rangle
&=k\sum_j\langle u_j,b_j\rangle-k\sum_j\langle u_j,b_{j-1}\rangle\\
&=k\sum_j\langle u_j,b_j\rangle-k\sum_j\langle u_{j+1},b_j\rangle\\
&=-k\sum_j\langle u_{j+1}-u_j,b_j\rangle .
\end{aligned}
\]

In `spring_work`, `hl` is the first line, `h` the relabelling, and `hr` the expansion of the final sum. In an open chain the end beads lack a neighbour, so the force there would need a different formula.

```lean
/-- The work of the spring forces, held at their values at `q`, along a displacement field `u`,
written as a sum over the springs of the ring. -/
theorem spring_work (k : ℝ) (q u : ZMod P → E) :
    ∑ j, inner ℝ (u j) (springForce k q j)
      = -k * ∑ j, inner ℝ (u (j + 1) - u j) (q (j + 1) - q j) := by
  -- relabel the springs that end at bead `j`
  have h := sum_shift (fun j : ZMod P => (inner ℝ (u j) (q j - q (j - 1)) : ℝ))
  simp only [add_sub_cancel_right] at h
  have hl : ∑ j, inner ℝ (u j) (springForce k q j)
      = k * (∑ j, inner ℝ (u j) (q (j + 1) - q j)
        - ∑ j, inner ℝ (u j) (q j - q (j - 1))) := by
    rw [← Finset.sum_sub_distrib, Finset.mul_sum]
    refine Finset.sum_congr rfl fun j _ => ?_
    have e : springForce k q j = k • ((q (j + 1) - q j) - (q j - q (j - 1))) := by
      unfold springForce
      module
    rw [e, inner_smul_right, inner_sub_right]
  have hr : ∑ j, inner ℝ (u (j + 1) - u j) (q (j + 1) - q j)
      = ∑ j, inner ℝ (u (j + 1)) (q (j + 1) - q j)
        - ∑ j, inner ℝ (u j) (q (j + 1) - q j) := by
    rw [← Finset.sum_sub_distrib]
    exact Finset.sum_congr rfl fun j _ => inner_sub_left _ _ _
  rw [hl, hr, ← h]
  ring
```

The same formula confirms that \(F_j\) belongs to \(U\). Displace each bead by \(t v_j\), with \(t\) real, and put \(w_j=v_{j+1}-v_j\). Since

\[
\|b_j+t w_j\|^2=\|b_j\|^2+2t\langle w_j,b_j\rangle+t^2\|w_j\|^2,
\]

summing and multiplying by \(k/2\) gives

\[
U(q+tv)=U(q)-t\sum_j\langle v_j,F_j\rangle+t^2U(v).
\]

The proof expands bond by bond in `h`, then rewrites the linear term with `spring_work`.

```lean
/-- The spring energy of a ring displaced by `t • v` is the old energy, minus the work along `t • v`
of the spring forces held at their values at `q`, plus `t ^ 2` times the spring energy of `v`. -/
theorem springEnergy_displace (k t : ℝ) (q v : ZMod P → E) :
    springEnergy k (fun j => q j + t • v j)
      = springEnergy k q - t * ∑ j, inner ℝ (v j) (springForce k q j)
        + t ^ 2 * springEnergy k v := by
  have h : ∑ j, ‖(q (j + 1) + t • v (j + 1)) - (q j + t • v j)‖ ^ 2
      = ∑ j, ‖q (j + 1) - q j‖ ^ 2
        + 2 * t * ∑ j, inner ℝ (v (j + 1) - v j) (q (j + 1) - q j)
        + t ^ 2 * ∑ j, ‖v (j + 1) - v j‖ ^ 2 := by
    rw [Finset.mul_sum, Finset.mul_sum, ← Finset.sum_add_distrib,
      ← Finset.sum_add_distrib]
    refine Finset.sum_congr rfl fun j _ => ?_
    have e : (q (j + 1) + t • v (j + 1)) - (q j + t • v j)
        = (q (j + 1) - q j) + t • (v (j + 1) - v j) := by module
    rw [e, norm_add_sq_real, inner_smul_right, norm_smul, mul_pow, Real.norm_eq_abs,
      sq_abs, real_inner_comm]
    ring
  rw [spring_work]
  unfold springEnergy
  rw [h]
  ring
```

Differentiating at \(t=0\) leaves \(-\sum_j\langle v_j,F_j\rangle\). Thus the force is minus the energy gradient, stated as a directional derivative along every \(v\). In Lean, `h1` differentiates the constant and linear terms and `h2` the quadratic one.

```lean
/-- The spring force is minus the gradient of the spring energy, tested along an
arbitrary displacement `v` of the beads. -/
theorem springForce_is_neg_gradient (k : ℝ) (q v : ZMod P → E) :
    HasDerivAt (fun t : ℝ => springEnergy k (fun j => q j + t • v j))
      (-∑ j, inner ℝ (v j) (springForce k q j)) 0 := by
  simp only [springEnergy_displace]
  have h1 := ((hasDerivAt_id' (0 : ℝ)).mul_const
    (∑ j, inner ℝ (v j) (springForce k q j))).const_sub (springEnergy k q)
  have h2 := (hasDerivAt_pow 2 (0 : ℝ)).mul_const (springEnergy k v)
  exact (h1.fun_add h2).congr_deriv (by simp)
```

The mean force vanishes, because each spring pulls its two ends equally and oppositely. On the ring, relabelling shows this directly:

\[
\sum_jF_j=k\Big(\sum_jq_j+\sum_jq_j-2\sum_jq_j\Big)=0 .
\]

`centroid_springForce` uses one shift in each direction, `h1` and `h2`, and divides by \(P\). With equal bead masses, the springs therefore do not accelerate the centroid.

```lean
/-- The spring forces average to zero over the ring. -/
theorem centroid_springForce (k : ℝ) (q : ZMod P → E) :
    centroid (springForce k q) = 0 := by
  have h1 := sum_shift q
  have h2 : ∑ j, q (j - 1) = ∑ j, q j :=
    Equiv.sum_comp (Equiv.subRight (1 : ZMod P)) q
  have h : ∑ j, springForce k q j = 0 := by
    simp only [springForce]
    rw [← Finset.smul_sum, Finset.sum_sub_distrib, Finset.sum_add_distrib,
      ← Finset.smul_sum, h1, h2]
    module
  rw [centroid, h, smul_zero]
```

## The reference point is the centroid, though any point would do

Let \(a\) be any fixed point and take \(u_j=q_j-a\). Then \(u_{j+1}-u_j=b_j\), because \(a\) cancels, and summation by parts gives

\[
\sum_j\langle q_j-a,F_j\rangle=-k\sum_j\|b_j\|^2=-2U(q).
\]

The cancellation is `sub_sub_sub_cancel_right` in the proof. The hypothesis that the reference point is the centroid is thus never used beyond its being the same point for all beads. If it varied with \(j\), its differences would remain in the sum. This freedom belongs to the springs, whose forces sum to zero. The virial of external forces depends on \(a\) whenever those forces do not sum to zero.

```lean
/-- The virial of the spring forces about any reference point `a` is minus twice the
spring energy. -/
theorem spring_virial (k : ℝ) (q : ZMod P → E) (a : E) :
    ∑ j, inner ℝ (q j - a) (springForce k q j) = -2 * springEnergy k q := by
  rw [spring_work k q (fun j => q j - a)]
  -- the reference point drops out of every bond vector
  simp only [sub_sub_sub_cancel_right, real_inner_self_eq_norm_sq]
  unfold springEnergy
  ring
```

Set \(a=c\) and \(k=1\). Then \(2q_j-q_{j+1}-q_{j-1}=-F_j\), so the left side of the opening identity is \(2U(q)=\sum_j\|b_j\|^2\). In the proof, `h` is the virial at these values and `e` accounts for the sign.

```lean
/-- Centroid virial spring identity: bead positions relative to the centroid, contracted
with the second differences along the ring, give the sum of squared bond lengths. -/
theorem centroid_virial_spring_identity (q : ZMod P → E) :
    ∑ j, inner ℝ (q j - centroid q) ((2 : ℝ) • q j - q (j + 1) - q (j - 1))
      = ∑ j, ‖q (j + 1) - q j‖ ^ 2 := by
  have h := spring_virial 1 q (centroid q)
  have e : ∑ j, inner ℝ (q j - centroid q) ((2 : ℝ) • q j - q (j + 1) - q (j - 1))
      = -∑ j, inner ℝ (q j - centroid q) (springForce 1 q j) := by
    rw [← Finset.sum_neg_distrib]
    refine Finset.sum_congr rfl fun j _ => ?_
    rw [← inner_neg_right]
    congr 1
    unfold springForce
    module
  rw [e, h]
  unfold springEnergy
  ring
```

## The springs are switched on

Only the last theorem needs \(k\ne0\). It says that the spring virial about the centroid vanishes exactly when all beads coincide.

If the virial is zero, then \(k\sum_j\|b_j\|^2=0\). Dividing by \(k\) is the one place where the hypothesis enters, and it yields `hs`. A sum of nonnegative terms is zero only if each term is, so \(q_{j+1}=q_j\) for every \(j\), which is `hb`. Induction from bead 0 (`hn`) reaches every bead of the ring (`h0`). Conversely, coincident beads have zero bond vectors and hence zero virial.

The sign of \(k\) is irrelevant. At \(k=0\) there are no forces, so the virial is zero for every configuration and says nothing about the bead positions.

```lean
/-- For a nonzero spring constant, the spring virial about the centroid vanishes exactly
when all beads coincide. -/
theorem centroid_virial_eq_zero_iff {k : ℝ} (hk : k ≠ 0) (q : ZMod P → E) :
    ∑ j, inner ℝ (q j - centroid q) (springForce k q j) = 0 ↔ ∀ i j, q i = q j := by
  rw [spring_virial]
  constructor
  · intro h
    have hs : ∑ j, ‖q (j + 1) - q j‖ ^ 2 = 0 := by
      have h' : k * ∑ j, ‖q (j + 1) - q j‖ ^ 2 = 0 := by
        unfold springEnergy at h
        linear_combination -h
      exact (mul_eq_zero.mp h').resolve_left hk
    have hb : ∀ j, q (j + 1) = q j := fun j => by
      have hj := (Finset.sum_eq_zero_iff_of_nonneg
        (fun i _ => sq_nonneg ‖q (i + 1) - q i‖)).mp hs j (Finset.mem_univ j)
      exact sub_eq_zero.mp (norm_eq_zero.mp (pow_eq_zero_iff two_ne_zero |>.mp hj))
    -- walk around the ring from bead `0`
    have hn : ∀ n : ℕ, q (n : ZMod P) = q 0 := by
      intro n
      induction n with
      | zero => rw [Nat.cast_zero]
      | succ n ih => rw [Nat.cast_succ, hb, ih]
    have h0 : ∀ j, q j = q 0 := fun j => by
      have hj := hn j.val
      rwa [ZMod.natCast_zmod_val] at hj
    exact fun i j => (h0 i).trans (h0 j).symm
  · intro h
    have hs : ∑ j, ‖q (j + 1) - q j‖ ^ 2 = 0 :=
      Finset.sum_eq_zero fun j _ => by rw [h (j + 1) j]; simp
    rw [springEnergy, hs]
    ring

end

end RingPolymerCentroidVirial
```

```lean
#print axioms RingPolymerCentroidVirial.springForce_is_neg_gradient
#print axioms RingPolymerCentroidVirial.spring_virial
#print axioms RingPolymerCentroidVirial.centroid_virial_spring_identity
#print axioms RingPolymerCentroidVirial.centroid_virial_eq_zero_iff
```

```
'RingPolymerCentroidVirial.springForce_is_neg_gradient' depends on axioms: [propext, Classical.choice, Quot.sound]
'RingPolymerCentroidVirial.spring_virial' depends on axioms: [propext, Classical.choice, Quot.sound]
'RingPolymerCentroidVirial.centroid_virial_spring_identity' depends on axioms: [propext, Classical.choice, Quot.sound]
'RingPolymerCentroidVirial.centroid_virial_eq_zero_iff' depends on axioms: [propext, Classical.choice, Quot.sound]
```
